# A determinant with an odd number of electrons has no time-reversal-invariant density matrix

A lithium atom or a methyl radical has an odd number of electrons. Without a magnetic field, nothing in its Hamiltonian distinguishes a motion from its time reverse. Suppose that the electrons are described by a single determinant, as in Hartree-Fock theory, and that each orbital may mix spin up and spin down freely. Can the determinant share the time-reversal symmetry of the Hamiltonian?

It can't: if \(N\) orthonormal orbitals in a finite basis give a time-reversal-invariant one-electron density matrix, then \(N\) is even. For generalised Hartree-Fock calculations with one determinant in a finite basis, this means that every odd-electron solution breaks time reversal, whatever the Hamiltonian. No energies enter, so Kramers degeneracy of the levels is a separate matter.

## From invariance to an even electron number

Take real, orthonormal spatial functions, each with spin up and spin down. The columns of \(C\) are the coefficients of the \(N\) occupied orbitals, with \(C^\dagger C=1\), and \(P=CC^\dagger\) is their density matrix. A bar denotes entrywise complex conjugation. Time reversal acts on orbitals as
\[
\theta C=J\bar C,\qquad J=\begin{pmatrix}0&1\\-1&0\end{pmatrix},\qquad J^2=-1,\quad J^\dagger=J^T=-J .
\]
The reversed orbitals have density matrix
\[
(\theta C)(\theta C)^\dagger=J\bar C\,\bar C^\dagger J^\dagger=J\bar PJ^T, \tag{1}
\]
and they are again orthonormal:
\[
(\theta C)^\dagger\theta C=\bar C^\dagger J^\dagger J\bar C=\overline{C^\dagger C}=1. \tag{2}
\]
Suppose that \(J\bar PJ^T=P\). By (2) and (1),
\[
\theta C=(\theta C)(\theta C)^\dagger\,\theta C=P\,\theta C=CU,\qquad U=C^\dagger\theta C. \tag{3}
\]
The reversed orbitals are therefore mixtures of the occupied ones. Now reverse twice. Since \(J\) is real, \(\theta(\theta C)=J\,J\,C=-C\). By (3), the same object is \(\theta(CU)=J\bar C\,\bar U=CU\bar U\). Multiplying \(CU\bar U=-C\) from the left by \(C^\dagger\) gives
\[
U\bar U=-1,\qquad\text{hence}\qquad |\det U|^2=(-1)^N. \tag{4}
\]
The left side of the last equation is not negative, so \(N\) is even.

## Spin one-half: reversing twice gives a minus sign

In Lean, `n` is the finite index type of the spatial functions, not their number. The type `n ⊕ n` lists the spin-up functions and then the spin-down functions.

```lean
import Mathlib

open Matrix ComplexConjugate

namespace OddElectronTimeReversal

noncomputable section

variable {n : Type*} [Fintype n] [DecidableEq n]
```

The matrix `spinJ n` is \(J\) in blocks. It equals \(i\sigma_y\); many textbooks use \(-i\sigma_y\), which changes the sign of every reversed orbital and leaves density matrices alone.

```lean
/-- The spin matrix `J = [[0, 1], [-1, 0]]`, in blocks of spin-up and spin-down functions. -/
def spinJ (n : Type*) [DecidableEq n] : Matrix (n ⊕ n) (n ⊕ n) ℂ := fromBlocks 0 1 (-1) 0
```

`reverseOrbitals` is \(\theta\), with `starRingEnd ℂ` as complex conjugation, and `reverseDensity` is \(P\mapsto J\bar PJ^T\). This form of time reversal relies on the spatial functions being real.

```lean
/-- Time reversal of a set of orbitals, given by the columns of `C`: conjugate, then apply `J`. -/
def reverseOrbitals {N : ℕ} (C : Matrix (n ⊕ n) (Fin N) ℂ) : Matrix (n ⊕ n) (Fin N) ℂ :=
  spinJ n * C.map (starRingEnd ℂ)

/-- Time reversal of a one-electron density matrix, `P ↦ J conj(P) Jᵀ`. -/
def reverseDensity (P : Matrix (n ⊕ n) (n ⊕ n) ℂ) : Matrix (n ⊕ n) (n ⊕ n) ℂ :=
  spinJ n * P.map (starRingEnd ℂ) * (spinJ n)ᵀ
```

The name `density` stands for the one-electron density matrix in the spin-orbital basis, not for the charge density in space.

```lean
/-- The density matrix `C Cᴴ` of the determinant built from the columns of `C`,
for orthonormal columns. -/
def density {N : ℕ} (C : Matrix (n ⊕ n) (Fin N) ℂ) : Matrix (n ⊕ n) (n ⊕ n) ℂ := C * Cᴴ
```

The physics of spin one-half enters through two properties of \(J\): its square is \(-1\), and it is real. The derivation uses both when it reverses twice. The first is proved by block multiplication, the second entry by entry.

```lean
/-- The spin matrix squares to minus one. -/
theorem spinJ_mul_self : spinJ n * spinJ n = -1 := by
  have h1 : (1 : Matrix (n ⊕ n) (n ⊕ n) ℂ) = fromBlocks 1 0 0 1 := fromBlocks_one.symm
  rw [h1, spinJ, fromBlocks_multiply, fromBlocks_neg]
  simp

omit [Fintype n] in
/-- The spin matrix is real. -/
theorem spinJ_conj : (spinJ n).map (starRingEnd ℂ) = spinJ n := by
  ext (i | i) (j | j) <;> by_cases h : i = j <;> simp [spinJ, h]
```

The minus sign then decides the parity. The next lemma is the determinant argument in (4), for any matrix `S` in the role of \(U\). It writes \(\bar S\) as the transpose of \(S^\dagger\) to obtain \(\det\bar S=\overline{\det S}\). It then assumes that \(N\) is odd and compares real parts, which would make \(|\det S|^2\) equal to \(-1\).

```lean
/-- An `N` by `N` complex matrix with `S conj(S) = -1` exists only for even `N`. -/
theorem even_of_mul_conj {N : ℕ} (S : Matrix (Fin N) (Fin N) ℂ)
    (h : S * S.map (starRingEnd ℂ) = -1) : Even N := by
  have hmap : S.map (starRingEnd ℂ) = (Sᴴ)ᵀ := by
    ext i j
    simp
  have hdet : (S.map (starRingEnd ℂ)).det = conj S.det := by
    rw [hmap, det_transpose, det_conjTranspose, starRingEnd_apply]
  have h1 := congrArg Matrix.det h
  -- the determinant of the relation reads |det S|² = (-1)^N
  rw [det_mul, hdet, det_neg, det_one, Fintype.card_fin, mul_one, Complex.mul_conj] at h1
  by_contra hN
  rw [(Nat.not_even_iff_odd.mp hN).neg_one_pow] at h1
  have h2 := congrArg Complex.re h1
  rw [Complex.ofReal_re, Complex.neg_re, Complex.one_re] at h2
  have h3 := Complex.normSq_nonneg S.det
  rw [h2] at h3
  exact absurd h3 (by norm_num)
```

Without the minus sign the conclusion fails. For spinless particles time reversal is conjugation alone, its square is \(+1\), and a single real orbital is invariant with \(N=1\).

## Orthonormal orbitals: whole electrons in one determinant

The hypothesis `hC : Cᴴ * C = 1` says that the occupied orbitals are orthonormal. It makes `density C` the density matrix of a determinant: Hermitian, idempotent and of trace \(N\). Idempotency is \(C(C^\dagger C)C^\dagger=CC^\dagger\), and the trace follows from \(\operatorname{tr}CC^\dagger=\operatorname{tr}C^\dagger C=N\).

```lean
omit [DecidableEq n] in
/-- The density matrix of `N` orthonormal orbitals is Hermitian and idempotent,
and its trace is `N`. -/
theorem density_spec {N : ℕ} (C : Matrix (n ⊕ n) (Fin N) ℂ) (hC : Cᴴ * C = 1) :
    (density C)ᴴ = density C ∧ density C * density C = density C ∧
      (density C).trace = (N : ℂ) := by
  refine ⟨?_, ?_, ?_⟩
  · rw [density, conjTranspose_mul, conjTranspose_conjTranspose]
  · calc density C * density C = C * (Cᴴ * C) * Cᴴ := by
          simp only [density, Matrix.mul_assoc]
      _ = density C := by rw [hC, Matrix.mul_one, density]
  · rw [density, trace_mul_comm, hC, trace_one, Fintype.card_fin]
```

Conversely, any Hermitian idempotent matrix has the form \(CC^\dagger\), with an orthonormal basis of its eigenspace for eigenvalue 1 as columns. With this standard fact, which is not formalised here, the result says that an invariant matrix of this kind has even trace.

The derivation uses orthonormality in (2), in (3) and in the removal of \(C\) before (4). The lemma below contains (1), which holds for any `C`, and (2), which needs `hC`.

```lean
/-- Reversing the orbitals reverses the density matrix, and orthonormal orbitals
stay orthonormal. -/
theorem reverseOrbitals_spec {N : ℕ} (C : Matrix (n ⊕ n) (Fin N) ℂ) :
    density (reverseOrbitals C) = reverseDensity (density C) ∧
    (Cᴴ * C = 1 → (reverseOrbitals C)ᴴ * reverseOrbitals C = 1) := by
  have hc : (C.map (starRingEnd ℂ))ᴴ = Cᴴ.map (starRingEnd ℂ) := by
    ext i j
    simp
  have hT : (spinJ n)ᵀ = -spinJ n := by
    rw [spinJ, fromBlocks_transpose, fromBlocks_neg]
    simp
  have hJ : (spinJ n)ᴴ = -spinJ n := by
    rw [spinJ, fromBlocks_conjTranspose, fromBlocks_neg]
    simp
  constructor
  · simp only [density, reverseOrbitals, reverseDensity]
    rw [conjTranspose_mul, hJ, hc, hT, Matrix.map_mul]
    simp only [Matrix.mul_assoc]
  · intro hC
    rw [reverseOrbitals, conjTranspose_mul, hJ, hc]
    calc Cᴴ.map (starRingEnd ℂ) * (-spinJ n) * (spinJ n * C.map (starRingEnd ℂ))
        = Cᴴ.map (starRingEnd ℂ) * (-spinJ n * spinJ n) * C.map (starRingEnd ℂ) := by
          simp only [Matrix.mul_assoc]
      _ = (Cᴴ * C).map (starRingEnd ℂ) := by
          rw [Matrix.neg_mul, spinJ_mul_self, neg_neg, Matrix.mul_one, Matrix.map_mul]
      _ = 1 := by
          rw [hC]
          exact Matrix.map_one (starRingEnd ℂ) (map_zero (starRingEnd ℂ))
            (map_one (starRingEnd ℂ))
```

With no condition on \(C\), the conclusion fails. For one spatial function, take the three columns \((1,0)^T\), \((0,1)^T/\sqrt2\) and \((0,1)^T/\sqrt2\). Then \(CC^\dagger=1\) is invariant although \(N=3\). These columns are linearly dependent, so the example does not show that linearly independent columns would also have to be orthonormal.

Fractional occupation is another way out. Half an electron in each spin state gives \(P=\tfrac12 1\), which is invariant with trace 1, but it is not idempotent and belongs to no single determinant.

## Invariance: the occupied space is closed under time reversal

The hypothesis `reverseDensity (density C) = density C` says that time reversal leaves the density matrix unchanged. The next theorem restates it: the reversed orbitals are linear combinations of the occupied ones.

From left to right, the proof is (3), with \(U=C^\dagger\theta C\). From right to left, suppose that \(\theta C=CU\). Then
\[
U^\dagger U=U^\dagger C^\dagger CU=(\theta C)^\dagger\theta C=1 .
\]
Since \(U\) is square, also \(UU^\dagger=1\), and the reversed density matrix is \(CUU^\dagger C^\dagger=P\). In Lean, the passage from \(U^\dagger U=1\) to \(UU^\dagger=1\) goes through the matrix inverse.

```lean
/-- For orthonormal orbitals, the density matrix is time-reversal invariant exactly when the
reversed orbitals are linear combinations of the occupied ones. -/
theorem invariant_iff_mixing {N : ℕ} (C : Matrix (n ⊕ n) (Fin N) ℂ) (hC : Cᴴ * C = 1) :
    reverseDensity (density C) = density C ↔
      ∃ U : Matrix (Fin N) (Fin N) ℂ, reverseOrbitals C = C * U := by
  have ho := (reverseOrbitals_spec C).2 hC
  rw [← (reverseOrbitals_spec C).1]
  constructor
  · intro h
    refine ⟨Cᴴ * reverseOrbitals C, ?_⟩
    calc reverseOrbitals C = density (reverseOrbitals C) * reverseOrbitals C := by
          rw [density, Matrix.mul_assoc, ho, Matrix.mul_one]
      _ = C * (Cᴴ * reverseOrbitals C) := by rw [h, density, Matrix.mul_assoc]
  · rintro ⟨U, hU⟩
    -- the mixing matrix is unitary, so it drops out of the density
    have hUU : Uᴴ * U = 1 := by
      rw [hU, conjTranspose_mul] at ho
      calc Uᴴ * U = Uᴴ * (Cᴴ * C) * U := by rw [hC, Matrix.mul_one]
        _ = Uᴴ * Cᴴ * (C * U) := by simp only [Matrix.mul_assoc]
        _ = 1 := ho
    have hUU' := mul_nonsing_inv U (isUnit_det_of_left_inverse hUU)
    rw [inv_eq_left_inv hUU] at hUU'
    calc density (reverseOrbitals C) = C * (U * Uᴴ) * Cᴴ := by
          rw [hU, density, conjTranspose_mul]
          simp only [Matrix.mul_assoc]
      _ = density C := by rw [hUU', Matrix.mul_one, density]
```

One step to the many-electron state is left to the reader's physics: mixing the occupied orbitals by a unitary \(U\) multiplies the determinant by the phase \(\det U\). An invariant density matrix thus means a determinant that time reversal preserves up to a phase. The Lean statements speak of orbitals and density matrices, and contain no many-electron wavefunction.

The final theorem takes both hypotheses and concludes `Even N`. It obtains `U` from the equivalence above. Then `h2` is \(\theta(\theta C)=-C\), `h3` is \(\theta(CU)=CU\bar U\), and `h4` equates the two. The last calculation removes \(C\) with `hC` and passes \(U\bar U=-1\) to `even_of_mul_conj`.

```lean
/-- If the density matrix of a determinant of `N` orthonormal orbitals is time-reversal
invariant, then the number of electrons `N` is even. -/
theorem even_electrons_of_timeReversal {N : ℕ} (C : Matrix (n ⊕ n) (Fin N) ℂ)
    (hC : Cᴴ * C = 1) (h : reverseDensity (density C) = density C) : Even N := by
  obtain ⟨U, hU⟩ := (invariant_iff_mixing C hC).1 h
  have hcc : (C.map (starRingEnd ℂ)).map (starRingEnd ℂ) = C := by
    ext i j
    simp
  -- reversing twice changes the sign of every orbital
  have h2 : reverseOrbitals (reverseOrbitals C) = -C := by
    simp only [reverseOrbitals]
    rw [Matrix.map_mul, spinJ_conj, hcc, ← Matrix.mul_assoc, spinJ_mul_self,
      Matrix.neg_mul, Matrix.one_mul]
  -- in terms of the mixing matrix, reversing twice multiplies by U conj(U)
  have h3 : reverseOrbitals (C * U) = C * (U * U.map (starRingEnd ℂ)) := by
    calc reverseOrbitals (C * U) = reverseOrbitals C * U.map (starRingEnd ℂ) := by
          simp only [reverseOrbitals, Matrix.map_mul, Matrix.mul_assoc]
      _ = C * (U * U.map (starRingEnd ℂ)) := by rw [hU, Matrix.mul_assoc]
  have h4 : C * (U * U.map (starRingEnd ℂ)) = -C := by rw [← h3, ← hU, h2]
  apply even_of_mul_conj U
  calc U * U.map (starRingEnd ℂ) = Cᴴ * (C * (U * U.map (starRingEnd ℂ))) := by
        rw [← Matrix.mul_assoc Cᴴ, hC, Matrix.one_mul]
    _ = -1 := by rw [h4, Matrix.mul_neg, hC]

end

end OddElectronTimeReversal
```

```lean
#print axioms OddElectronTimeReversal.density_spec
#print axioms OddElectronTimeReversal.even_electrons_of_timeReversal
```

```
'OddElectronTimeReversal.density_spec' depends on axioms: [propext, Classical.choice, Quot.sound]
'OddElectronTimeReversal.even_electrons_of_timeReversal' depends on axioms: [propext, Classical.choice, Quot.sound]
```

Without invariance, odd \(N\) is of course possible: any single normalised orbital is an example.

## One electron and two electrons in one spatial function

Let \(c=(3/5,\;4i/5)^T\), a normalised orbital that mixes the two spins. Its reverse is
\[
\theta c=J\begin{pmatrix}3/5\\-4i/5\end{pmatrix}=\begin{pmatrix}-4i/5\\-3/5\end{pmatrix}.
\]
The two density matrices differ:
\[
cc^\dagger=\frac1{25}\begin{pmatrix}9&-12i\\12i&16\end{pmatrix},\qquad
(\theta c)(\theta c)^\dagger=\frac1{25}\begin{pmatrix}16&12i\\-12i&9\end{pmatrix}.
\]
One electron in \(c\) therefore breaks time reversal. The overlap \(c^\dagger\theta c=-\tfrac{12i}{25}+\tfrac{12i}{25}\) vanishes, so a second electron can occupy \(\theta c\). The two density matrices add up to the unit matrix, which is invariant. For \(C=(c,\theta c)\), the reversed orbitals are \((\theta c,-c)=CU\) with
\[
U=\begin{pmatrix}0&-1\\1&0\end{pmatrix},\qquad U\bar U=-1,\qquad |\det U|^2=1=(-1)^2,
\]
in agreement with (4).
